# The flow exp(tL) of a linear map L on complex matrices preserves products at all real times exactly when L obeys the Leibniz rule

A Heisenberg-picture calculation of a variance or an equal-time correlation often solves the equation of motion for two observables X and Y separately and then multiplies the solutions:

(XY)(t) = X(t) Y(t)

For evolution dX/dt = L X with a bounded, time-independent, complex-linear generator L, this step is valid for all X, Y and all real t exactly when L(XY) = L(X)Y + X L(Y). For a finite-level system the criterion is met by the commutator with a Hamiltonian and violated by qubit dephasing, as the last two parts show.

## Observables, generators and flows

```lean
import Mathlib

open Filter Topology
open scoped Matrix.Norms.Operator

namespace DerivationFlows

noncomputable section
```

A map L on observables is a derivation if it obeys the Leibniz rule, with the order of the factors kept, and a map φ is multiplicative if φ(XY) = φ(X)φ(Y). Neither definition contains linearity, which comes from the type of L in each theorem.

```lean
/-- A map on observables obeys the Leibniz rule `L(XY) = L(X) Y + X L(Y)`. -/
def IsDerivation {B : Type*} [Mul B] [Add B] (L : B → B) : Prop :=
  ∀ X Y, L (X * Y) = L X * Y + X * L Y

/-- A map on observables respects products: `φ(XY) = φ(X) φ(Y)`. -/
def IsMultiplicative {B : Type*} [Mul B] (φ : B → B) : Prop :=
  ∀ X Y, φ (X * Y) = φ X * φ Y
```

The observables form an algebra A over ℂ with unit 1 and a norm obeying ‖XY‖ ≤ ‖X‖‖Y‖. The type `A →L[ℂ] A` holds the bounded complex-linear maps on A. For a complex time z define

φ_z = exp(zL) = Σ_k zᵏ Lᵏ / k!,   ψ_z = exp(−zL),   X(z) = φ_z X

where Lᵏ is repeated composition. In Lean φ_z is `flow L z` and ψ_z is `flow (-L) z`.

```lean
variable {A : Type*} [NormedRing A] [NormedAlgebra ℂ A]

/-- The evolution `exp(z L)` of observables generated by a bounded linear map `L`,
at complex time `z`. -/
def flow (L : A →L[ℂ] A) (z : ℂ) : A →L[ℂ] A :=
  NormedSpace.exp (z • L)
```

In finite dimension every linear map is bounded, and `linFlow` is the same flow for a generator given only as linear.

```lean
/-- The evolution `exp(z L)` generated by a linear map `L` on a finite-dimensional
algebra of observables. -/
def linFlow [FiniteDimensional ℂ A] (L : A →ₗ[ℂ] A) (z : ℂ) : A →L[ℂ] A :=
  flow (LinearMap.toContinuousLinearMap L) z
```

The algebra carries no adjoint here, so nothing is said about Hermitian observables staying Hermitian or about positivity. Unbounded generators, such as commutators with position or momentum, and time-dependent generators are excluded.

## (a) Zero time

Show that φ_0 X = X for every observable X.

Since 0·L = 0, only the k = 0 term of the series survives, and exp(0) is the identity map. In the code `h0` and `h1` are these two steps and `h2` joins them.

```lean
/-- At time zero the evolution leaves every observable unchanged. -/
theorem flow_zero (L : A →L[ℂ] A) (X : A) : flow L 0 X = X := by
  have h0 : (0 : ℂ) • L = 0 := zero_smul ℂ L
  have h1 : NormedSpace.exp (0 : A →L[ℂ] A) = 1 := NormedSpace.exp_zero
  have h2 : flow L 0 = 1 := (congrArg NormedSpace.exp h0).trans h1
  rw [h2]
  rfl
```

## (b) The equation of motion

From here on A is complete (`CompleteSpace A`), a Banach algebra, which makes the exponential series converge. Show that X(z) is complex differentiable with dX/dz = L X(z).

Differentiating the series term by term gives

dφ_z/dz = Σ_{k≥1} zᵏ⁻¹ Lᵏ / (k−1)! = L φ_z = φ_z L

and X itself does not depend on z, so dX/dz = L φ_z X. The form L φ_z is `hasDerivAt_exp_smul_const'`. The product rule for an operator acting on a vector is `clm_apply`, and its second term, φ_z applied to the zero derivative of X, drops out.

```lean
section Banach

variable [CompleteSpace A]

/-- The evolved observable `X(z) = exp(z L) X` solves `dX/dz = L X(z)`. -/
theorem equation_of_motion (L : A →L[ℂ] A) (X : A) (z : ℂ) :
    HasDerivAt (fun w => flow L w X) (L (flow L z X)) z := by
  have hd : HasDerivAt (flow L) (L * flow L z) z := hasDerivAt_exp_smul_const' L z
  refine (hd.clm_apply (hasDerivAt_const z X)).congr_deriv ?_
  rw [map_zero, add_zero]
  rfl
```

## (c) Backward evolution is undone by forward evolution

Show that φ_z ψ_z X = X for every bounded L, derivation or not.

Let w be the running time and F(w) = φ_w ψ_w X. Use dφ_w/dw = φ_w L on the outer factor and part (b) for the generator −L on the inner one:

F′(w) = φ_w L ψ_w X + φ_w (−L ψ_w X) = 0

So F is constant on ℂ, and F(z) = F(0) = X by (a). The `show` line is this equation, the unprimed `hasDerivAt_exp_smul_const` supplies the form φ_w L, and `is_const_of_deriv_eq_zero` compares the times z and 0.

```lean
/-- Evolving with `-L` and then with `L` for the same time returns the observable. -/
theorem flow_neg_cancel (L : A →L[ℂ] A) (z : ℂ) (X : A) :
    flow L z (flow (-L) z X) = X := by
  have h : ∀ w, HasDerivAt (fun w => flow L w (flow (-L) w X)) 0 w := by
    intro w
    have hd : HasDerivAt (flow L) (flow L w * L) w := hasDerivAt_exp_smul_const L w
    refine (hd.clm_apply (equation_of_motion (-L) X w)).congr_deriv ?_
    show flow L w (L (flow (-L) w X)) + flow L w (-(L (flow (-L) w X))) = 0
    rw [map_neg, add_neg_cancel]
  have hc := is_const_of_deriv_eq_zero (fun w => (h w).differentiableAt)
    (fun w => (h w).deriv) z 0
  simp only [flow_zero] at hc
  exact hc
```

## (d) A derivation generates a multiplicative flow

Let L obey the Leibniz rule. Show that φ_z(XY) = X(z)Y(z) for every complex z, imaginary times included.

Evolve the product of the solutions backwards, G(w) = ψ_w [X(w)Y(w)]. The product rule and (b) give

G′(w) = ψ_w [ −L(X(w)Y(w)) ] + ψ_w [ L(X(w)) Y(w) + X(w) L(Y(w)) ]

The Leibniz rule, applied to the pair X(w), Y(w), turns the second bracket into L(X(w)Y(w)), so G′ = 0. Hence

ψ_z [X(z)Y(z)] = G(0) = XY

Apply φ_z to both sides. By (c) the left side becomes X(z)Y(z), and the right side is φ_z(XY). In the code `fun_mul` is the product rule in A, the rewrite with `hL` is the only use of the hypothesis, `hc` is the constancy of G, and `h2` is the final application of φ_z.

```lean
/-- If the generator obeys the Leibniz rule, `exp(z L)` respects products at every
complex time `z`. -/
theorem multiplicative_of_derivation (L : A →L[ℂ] A) (hL : IsDerivation L) (z : ℂ) :
    IsMultiplicative (flow L z) := by
  intro X Y
  -- the product `X(w) Y(w)`, evolved backwards, does not move
  have h : ∀ w, HasDerivAt (fun w => flow (-L) w (flow L w X * flow L w Y)) 0 w := by
    intro w
    have hd : HasDerivAt (flow (-L)) (flow (-L) w * (-L)) w :=
      hasDerivAt_exp_smul_const (-L) w
    refine (hd.clm_apply
      ((equation_of_motion L X w).fun_mul (equation_of_motion L Y w))).congr_deriv ?_
    show flow (-L) w (-(L (flow L w X * flow L w Y)))
      + flow (-L) w (L (flow L w X) * flow L w Y + flow L w X * L (flow L w Y)) = 0
    rw [← hL (flow L w X) (flow L w Y), map_neg, neg_add_cancel]
  have hc := is_const_of_deriv_eq_zero (fun w => (h w).differentiableAt)
    (fun w => (h w).deriv) z 0
  simp only [flow_zero] at hc
  -- undo the backward evolution
  have h2 := flow_neg_cancel L z (flow L z X * flow L z Y)
  rw [hc] at h2
  exact h2
```

## (e) The flow of a derivation is an automorphism

Under the same hypothesis, show that φ_z is bijective, multiplicative and fixes the unit.

Part (c) gives φ_z ψ_z = id. Part (c) for −L, with −(−L) = L, gives ψ_z φ_z = id. So ψ_z is a two-sided inverse. For the unit, use multiplicativity on the pair 1 and ψ_z 1:

1 = φ_z(ψ_z 1) = φ_z(1 · ψ_z 1) = φ_z(1) φ_z(ψ_z 1) = φ_z(1) · 1 = φ_z(1)

The three bullets of the proof are the left inverse, the right inverse and this chain. The inverse uses only (c), which holds for any bounded generator. Invertibility as a linear map therefore does not single out derivations: the dephasing flow of part (j) is invertible too. Multiplicativity alone does not characterise closed-system evolution either: for the 2 × 2 matrix H = i·diag(1, −1), the generator X ↦ i(HX − XH) obeys the Leibniz rule by part (i), yet its flow takes some Hermitian matrices to non-Hermitian ones at every real t ≠ 0.

```lean
/-- If the generator obeys the Leibniz rule, `exp(z L)` is bijective, respects products
and fixes the identity observable. -/
theorem automorphism_of_derivation (L : A →L[ℂ] A) (hL : IsDerivation L) (z : ℂ) :
    Function.Bijective (flow L z) ∧ IsMultiplicative (flow L z) ∧ flow L z 1 = 1 := by
  have hm := multiplicative_of_derivation L hL z
  refine ⟨Function.bijective_iff_has_inverse.2 ⟨flow (-L) z, fun X => ?_, fun X => ?_⟩,
    hm, ?_⟩
  · have h := flow_neg_cancel (-L) z X
    rw [neg_neg] at h
    exact h
  · exact flow_neg_cancel L z X
  · have h := hm 1 (flow (-L) z 1)
    rw [one_mul, flow_neg_cancel, mul_one] at h
    exact h.symm
```

## (f) A multiplicative flow has a derivation as generator

Suppose φ_t is multiplicative for all real t in some neighbourhood of 0, which is the reading of `∀ᶠ t : ℝ in 𝓝 0`. The neighbourhood is two-sided and the same for all X and Y. Show that L obeys the Leibniz rule.

Near t = 0 the functions φ_t(XY) and X(t)Y(t) of the real variable t coincide, so their derivatives at 0 coincide. By (b) and (a),

d/dt φ_t(XY) at t = 0 is L(XY)

d/dt [X(t)Y(t)] at t = 0 is L(X)Y + X L(Y)

and equating the two is the claim. Because (b) is stated for complex time, `key` uses the chain rule along the embedding of ℝ in ℂ, whose derivative is 1 (`hr`), to obtain real-time derivatives. Then `h1` and `h2` are the two displayed lines, and `h3` equates them by uniqueness of the derivative.

```lean
/-- If `exp(t L)` respects products for all real times `t` near zero, the generator obeys
the Leibniz rule. -/
theorem derivation_of_multiplicative (L : A →L[ℂ] A)
    (h : ∀ᶠ t : ℝ in 𝓝 0, IsMultiplicative (flow L (t : ℂ))) : IsDerivation L := by
  intro X Y
  have hr : HasDerivAt (fun s : ℝ => (s : ℂ)) 1 0 := by
    exact Complex.ofRealCLM.hasDerivAt
  -- restrict complex-time derivatives to the real axis
  have key : ∀ (g : ℂ → A) (g' : A), HasDerivAt g g' ((0 : ℝ) : ℂ) →
      HasDerivAt (fun s : ℝ => g (s : ℂ)) g' 0 :=
    fun g g' hg => (hg.scomp (0 : ℝ) hr).congr_deriv (one_smul _ _)
  have h1 := key _ _ (equation_of_motion L (X * Y) ((0 : ℝ) : ℂ))
  have h2 := key _ _ ((equation_of_motion L X ((0 : ℝ) : ℂ)).fun_mul
    (equation_of_motion L Y ((0 : ℝ) : ℂ)))
  -- both sides agree near `t = 0`, hence so do their derivatives
  have h3 := h1.unique (h2.congr_of_eventuallyEq (h.mono fun t ht => ht X Y))
  simp only [Complex.ofReal_zero, flow_zero] at h3
  exact h3
```

## (g) The equivalence on a Banach algebra

Show that φ_t is multiplicative for every real t if and only if the bounded generator L is a derivation.

A property that holds at all t holds near 0, so (f) gives one direction; `Eventually.of_forall` is that weakening. Part (d) at z = t gives the other.

```lean
/-- For a bounded generator on a complex Banach algebra, `exp(t L)` respects products for
every real `t` exactly when `L` obeys the Leibniz rule. -/
theorem multiplicative_iff_derivation (L : A →L[ℂ] A) :
    (∀ t : ℝ, IsMultiplicative (flow L (t : ℂ))) ↔ IsDerivation L :=
  ⟨fun h => derivation_of_multiplicative L (Eventually.of_forall h),
    fun h t => multiplicative_of_derivation L h t⟩

end Banach
```

## (h) The equivalence for n × n matrices

Let L be any complex-linear map on square complex matrices indexed by a finite set `n`. Show the same equivalence, with no boundedness or completeness hypothesis.

The matrices are normed by the ℓ∞ operator norm, the largest absolute row sum, which is submultiplicative and is selected by `Matrix.Norms.Operator`. The space has finite dimension, so it is complete and L is bounded, and (g) applies. The proof passes `FiniteDimensional.complete` and the bounded version of L to (g). For 1 × 1 matrices L is multiplication by a number c, the Leibniz rule at X = Y = 1 reads c = 2c, and only the constant flow qualifies.

```lean
/-- For a complex-linear map `L` on `n × n` complex matrices, `exp(t L)` respects products
for every real `t` exactly when `L` obeys the Leibniz rule. -/
theorem matrix_multiplicative_iff_derivation {n : Type*} [Fintype n] [DecidableEq n]
    (L : Matrix n n ℂ →ₗ[ℂ] Matrix n n ℂ) :
    (∀ t : ℝ, IsMultiplicative (linFlow (A := Matrix n n ℂ) L (t : ℂ))) ↔ IsDerivation L := by
  exact @multiplicative_iff_derivation (Matrix n n ℂ) _ _
    (FiniteDimensional.complete ℂ _) (LinearMap.toContinuousLinearMap L)
```

## Two generators and the Pauli matrices

For a matrix H the Heisenberg generator is

L_H X = i (HX − XH)

with ħ = 1 and the sign of the Heisenberg equation dX/dt = i[H, X]. H is not required to be Hermitian.

```lean
/-- The Heisenberg generator `X ↦ i (H X - X H)` of a matrix `H`. -/
def heisenbergGen {n : Type*} [Fintype n] [DecidableEq n] (H : Matrix n n ℂ) :
    Matrix n n ℂ →ₗ[ℂ] Matrix n n ℂ :=
  Complex.I • (LinearMap.mulLeft ℂ H - LinearMap.mulRight ℂ H)
```

The Pauli matrices σx and σz have rows and columns labelled 0 and 1.

```lean
/-- The Pauli matrix `σx`. -/
def σx : Matrix (Fin 2) (Fin 2) ℂ := !![0, 1; 1, 0]

/-- The Pauli matrix `σz`. -/
def σz : Matrix (Fin 2) (Fin 2) ℂ := !![1, 0; 0, -1]
```

The dephasing generator of a qubit is

D X = σz X σz − X

It models memoryless phase noise about the z axis: D annihilates diagonal matrices and multiplies off-diagonal entries by −2. The prefactor that sets the noise rate is fixed to 1, which is a choice of the unit of time.

```lean
/-- The dephasing generator `X ↦ σz X σz - X` of a qubit. -/
def dephasing : Matrix (Fin 2) (Fin 2) ℂ →ₗ[ℂ] Matrix (Fin 2) (Fin 2) ℂ :=
  LinearMap.mulLeft ℂ σz ∘ₗ LinearMap.mulRight ℂ σz - LinearMap.id
```

## (i) Commutators are derivations

Show that L_H obeys the Leibniz rule for every n × n matrix H, and that for H = σz it does not annihilate σx.

Insert and remove XHY:

H XY − XY H = (HX − XH) Y + X (HY − YH)

and multiply by i. For the qubit, σzσx − σxσz has entries 2 at position (0, 1), −2 at (1, 0) and 0 on the diagonal, so L_σz σx has entry 2i ≠ 0 at (0, 1). The operator identity is `h`, closed by `noncomm_ring`, and `h1` extracts the (0, 1) entry, which `norm_num` evaluates. The first half of the statement holds for any `n`, and the second concerns 2 × 2 matrices only. With (h), the flow of L_H is multiplicative at all real times, and the example of σz shows that nonzero derivations exist. Not established here are the converse, that every complex-linear derivation of the full algebra of n × n complex matrices is a commutator, and the closed form exp(iHt) X exp(−iHt) of the flow.

```lean
/-- The Heisenberg generator of every `n × n` matrix obeys the Leibniz rule, and the one
of `σz` does not annihilate `σx`. -/
theorem derivation_witness {n : Type*} [Fintype n] [DecidableEq n] :
    (∀ H : Matrix n n ℂ, IsDerivation (heisenbergGen H)) ∧ heisenbergGen σz σx ≠ 0 := by
  constructor
  · intro H X Y
    show Complex.I • (H * (X * Y) - X * Y * H)
      = (Complex.I • (H * X - X * H)) * Y + X * (Complex.I • (H * Y - Y * H))
    have h : H * (X * Y) - X * Y * H = (H * X - X * H) * Y + X * (H * Y - Y * H) := by
      noncomm_ring
    rw [h, smul_add, Matrix.smul_mul, Matrix.mul_smul]
  · intro h
    have h1 := congrFun (congrFun h 0) 1
    norm_num [heisenbergGen, σz, σx, Matrix.mul_apply, Fin.sum_univ_succ] at h1
```

## (j) Dephasing breaks products

Show that exp(tD) is not multiplicative for all real t, which means that multiplicativity fails at some real time.

If it held at all times, (h) would make D a derivation. Test the Leibniz rule on X = Y = σx. Since σx² = 1 and σz² = 1,

D(σx σx) = σz σz − 1 = 0

while σz σx σz = −σx gives D σx = −2σx and

D(σx) σx + σx D(σx) = −4 · 1

The (0, 0) entries would require 0 = −4. In the code `h0` is the Leibniz rule drawn from (h), `h1` is its (0, 0) entry, and `norm_num` reduces it to a contradiction. The theorem does not say at which times the failure occurs, and at t = 0 the flow is the identity and is multiplicative. Informally, D σx = −2σx gives σx(t) = exp(−2t) σx, so σx(t)σx(t) = exp(−4t) · 1 differs from (σxσx)(t) = 1 at every t ≠ 0; this is not formalised here. For this one-qubit noise model, multiplying separately evolved observables is therefore not valid in general, although it remains valid for some pairs, for instance when one factor is diagonal.

```lean
/-- It is not the case that the evolution generated by dephasing respects products at every real
time. -/
theorem dephasing_not_multiplicative :
    ¬ ∀ t : ℝ, IsMultiplicative
      (linFlow (A := Matrix (Fin 2) (Fin 2) ℂ) dephasing (t : ℂ)) := by
  intro h
  -- the Leibniz rule fails on `σx σx = 1`
  have h0 : dephasing (σx * σx) = dephasing σx * σx + σx * dephasing σx :=
    (matrix_multiplicative_iff_derivation dephasing).1 h σx σx
  have h1 := congrFun (congrFun h0 0) 0
  norm_num [dephasing, σz, σx, Matrix.mul_apply, Fin.sum_univ_succ] at h1

end

end DerivationFlows
```

```lean
#print axioms DerivationFlows.automorphism_of_derivation
-- 'DerivationFlows.automorphism_of_derivation' depends on axioms: [propext, Classical.choice, Quot.sound]
#print axioms DerivationFlows.matrix_multiplicative_iff_derivation
-- 'DerivationFlows.matrix_multiplicative_iff_derivation' depends on axioms: [propext, Classical.choice, Quot.sound]
#print axioms DerivationFlows.dephasing_not_multiplicative
-- 'DerivationFlows.dephasing_not_multiplicative' depends on axioms: [propext, Classical.choice, Quot.sound]
```
